# A smeared two-level Jahn–Teller model in which the free-energy minimum is a local maximum of the internal energy in a window of temperature

## Which energy to plot along a distortion

To test whether a symmetric structure is stable, one can displace the atoms along a distortion and plot the energy. With Fermi–Dirac smearing there are at least two candidates for the plot: the internal energy and the free energy, which also contains the entropy term. In the non-interacting, one-coordinate model below, the two curves can give opposite answers at the same temperature.

## Two levels and one spring

Let $x$ be the distortion, scaled so that it splits a degenerate pair of levels into $x$ and $-x$. The elastic energy is $kx^2/2$ with spring constant $k$, and $T>0$ is the temperature with $k_B=1$. In these units $x$ is an energy, and $kT$ is the dimensionless product of spring constant and temperature, not the thermal energy. At zero temperature one spinless electron fills the lower level. The energy is then $kx^2/2-|x|$, which for $k>0$ has its minima at $x=\pm1/k$.

With smearing, a level of energy $e$ has occupation

$$f(e)=\frac{1}{e^{e/T}+1}=\frac{e^{-e/(2T)}}{2\cosh(e/(2T))}.$$

The chemical potential is zero, and $f(x)+f(-x)=1$, so the levels hold one electron on average. Since $f(x)-f(-x)=-\tanh(x/(2T))$, the internal energy is

$$U(x)=\frac{kx^2}{2}+x f(x)-x f(-x)=\frac{kx^2}{2}-x\tanh\frac{x}{2T}.$$

For the entropy, write $L=\ln(2\cosh(x/(2T)))$, so that $\ln f(\pm x)=\mp x/(2T)-L$. Because $1-f(x)=f(-x)$, both levels have the same mixing entropy, and together they give

$$S=-2\,[f(x)\ln f(x)+f(-x)\ln f(-x)]=2L+\frac{x}{T}\,[f(x)-f(-x)].$$

In $F=U-TS$ the level energies cancel against the second term:

$$F(x)=\frac{kx^2}{2}-2T\ln\Big(2\cosh\frac{x}{2T}\Big).$$

## The two thresholds

- The point $x=0$ is the unique global minimiser of $F$ exactly when $2kT\ge1$.
- The point $x=0$ is a strict local maximum of $U$ exactly when $kT<1$.

Both hold for $1/2<kT<1$. The force at fixed occupations, $-kx-f(x)+f(-x)=-kx+\tanh(x/(2T))$, equals $-F'(x)$, so a relaxation with these forces follows $F$, not $U$. With $x=2Tu$ the energy differences become

$$F(x)-F(0)=2T\,(kTu^2-\ln\cosh u),\qquad U(x)-U(0)=2T\,(kTu^2-u\tanh u).$$

## The free-energy threshold by hand

Suppose first that $2kT\ge1$. It is enough that $\ln\cosh u<u^2/2$ for $u\ne0$. Comparing power series gives the weak bound $\cosh v\le e^{v^2/2}$. Put $c=\cosh(u/2)>1$. Then $c^4-(2c^2-1)=(c^2-1)^2>0$, so

$$\cosh u=2c^2-1<c^4\le \big(e^{u^2/8}\big)^4=e^{u^2/2}.$$

Now suppose that $2kT<1$, and try $u=1-2kT>0$, for which $kT=(1-u)/2$. Let $p=1-(1-u)u^2/2$, which is positive. From $\cosh u=1+2\sinh^2(u/2)\ge1+u^2/2$ we get

$$p\cosh u-1\ge p\Big(1+\frac{u^2}{2}\Big)-1=\frac{u^3}{4}(u^2-u+2)>0.$$

Hence $1/\cosh u\le p$, and $\ln y\ge1-1/y$ gives $\ln\cosh u\ge1-p=kTu^2$. This distorted geometry has free energy no higher than the symmetric one, so $x=0$ is not the unique minimiser.

## The internal-energy threshold by hand

Two bounds are needed:

$$u^2\Big(1-\frac{u^2}{2}\Big)\le u\tanh u\le u^2.$$

For the lower one, $u\sinh u\ge u^2$ and $1/\cosh u\ge e^{-u^2/2}\ge1-u^2/2$. For the upper one, $g(u)=u\cosh u-\sinh u$ has $g(0)=0$ and $g'(u)=u\sinh u\ge0$. Therefore $u\,g(u)\ge0$, which is $u\sinh u\le u^2\cosh u$.

If $kT<1$, the lower bound gives

$$U(x)-U(0)\le2Tu^2\Big(kT-1+\frac{u^2}{2}\Big)<0\quad\text{for } 0<u^2<2(1-kT).$$

If $kT\ge1$, the upper bound gives $U(x)\ge U(0)$ for every $x$, which excludes a strict local maximum.

## The average of the two energies

For metals, the mean $(F+U)/2$ is a common estimate of the energy without smearing. It relies on a smooth density of states near the Fermi level, which two discrete levels do not have. The same bounds give, for $u\ne0$,

$$kTu^2-\tfrac12(\ln\cosh u+u\tanh u)>\big(kT-\tfrac34\big)u^2.$$

So the mean has its unique global minimum at $x=0$ whenever $kT\ge3/4$, although the zero-temperature energy of the model is lowest at $x=\pm1/k$. This result is derived only here and is not proved in the Lean code.

## The statements in Lean

The definitions `fermi`, `levelEntropy`, `internalEnergy` and `freeEnergy` follow the physical construction, with real `k`, `T` and `x`. The closed forms are theorems about them.

In `freeEnergy_unique_min_iff`, the condition `∀ x, x ≠ 0 → freeEnergy k T 0 < freeEnergy k T x` says that every distorted geometry has strictly higher free energy. In `internalEnergy_strict_max_iff`, the expression `∀ᶠ x in 𝓝[≠] (0 : ℝ)` means "for all $x\ne0$ sufficiently close to zero", which makes the maximum strict and local. Both theorems assume `0 < T` and allow any real `k`, including negative values. The last theorem, `free_min_and_internal_max`, adds the two inequalities of the window.

The linear splitting is put in by definition; the Jahn–Teller theorem, which derives such an instability from the symmetry of a degenerate state, is neither used nor proved. The model has one coordinate, no spin and no electron–electron interaction, and its electron number is fixed only on average. The theorems do not locate the distorted minima.

```lean
import Mathlib

open Filter Topology

namespace SmearedJahnTeller

noncomputable section

/-- Fermi-Dirac occupation of a level of energy `e` at temperature `T ≠ 0`, with chemical
potential zero and Boltzmann constant one. -/
def fermi (T e : ℝ) : ℝ := 1 / (Real.exp (e / T) + 1)

/-- Mixing entropy of a spinless level with occupation `f` strictly between 0 and 1. -/
def levelEntropy (f : ℝ) : ℝ := -(f * Real.log f + (1 - f) * Real.log (1 - f))

/-- Smeared internal energy at distortion `x` and `T ≠ 0`: the elastic energy plus the energies
of the levels `x` and `-x`, weighted by their occupations. -/
def internalEnergy (k T x : ℝ) : ℝ :=
  k * x ^ 2 / 2 + x * fermi T x + (-x) * fermi T (-x)

/-- Free energy at distortion `x` and `T ≠ 0`: the internal energy minus `T` times the entropy
of the two levels. -/
def freeEnergy (k T x : ℝ) : ℝ :=
  internalEnergy k T x - T * (levelEntropy (fermi T x) + levelEntropy (fermi T (-x)))

/-- The Fermi-Dirac occupation written with a hyperbolic cosine. -/
theorem fermi_eq (T e : ℝ) :
    fermi T e = Real.exp (-(e / (2 * T))) / (2 * Real.cosh (e / (2 * T))) := by
  have h : e / T = e / (2 * T) + e / (2 * T) := by ring
  have hE : Real.exp (e / (2 * T)) * Real.exp (-(e / (2 * T))) = 1 := by
    rw [← Real.exp_add, add_neg_cancel, Real.exp_zero]
  unfold fermi
  rw [h, Real.exp_add, Real.cosh_eq, div_eq_div_iff (by positivity) (by positivity)]
  linear_combination (-Real.exp (e / (2 * T))) * hE

/-- The levels `x` and `-x` together hold one electron on average. -/
theorem fermi_add_neg (T x : ℝ) : fermi T x + fermi T (-x) = 1 := by
  have hc : 2 * Real.cosh (x / (2 * T)) ≠ 0 :=
    mul_ne_zero two_ne_zero (Real.cosh_pos _).ne'
  rw [fermi_eq T x, fermi_eq T (-x), neg_div, neg_neg, Real.cosh_neg, ← add_div,
    div_eq_one_iff_eq hc, Real.cosh_eq]
  ring

/-- Closed form of the smeared internal energy. -/
theorem internalEnergy_eq (k T x : ℝ) :
    internalEnergy k T x = k * x ^ 2 / 2 - x * Real.tanh (x / (2 * T)) := by
  unfold internalEnergy
  rw [fermi_eq T x, fermi_eq T (-x), neg_div, neg_neg, Real.cosh_neg,
    Real.tanh_eq_sinh_div_cosh, Real.sinh_eq]
  ring

/-- Closed form of the free energy at positive temperature. -/
theorem freeEnergy_eq {T : ℝ} (hT : 0 < T) (k x : ℝ) :
    freeEnergy k T x = k * x ^ 2 / 2 - 2 * T * Real.log (2 * Real.cosh (x / (2 * T))) := by
  have hs := fermi_add_neg T x
  have h1 : 1 - fermi T x = fermi T (-x) := by linarith
  have h2 : 1 - fermi T (-x) = fermi T x := by linarith
  have hx : 2 * T * (x / (2 * T)) = x := by field_simp
  have hc : 2 * Real.cosh (x / (2 * T)) ≠ 0 :=
    mul_ne_zero two_ne_zero (Real.cosh_pos _).ne'
  -- logarithms of the two occupations
  have l1 : Real.log (fermi T x)
      = -(x / (2 * T)) - Real.log (2 * Real.cosh (x / (2 * T))) := by
    rw [fermi_eq, Real.log_div (Real.exp_ne_zero _) hc, Real.log_exp]
  have l2 : Real.log (fermi T (-x))
      = x / (2 * T) - Real.log (2 * Real.cosh (x / (2 * T))) := by
    rw [fermi_eq, neg_div, neg_neg, Real.cosh_neg,
      Real.log_div (Real.exp_ne_zero _) hc, Real.log_exp]
  unfold freeEnergy internalEnergy levelEntropy
  rw [h1, h2, l1, l2]
  linear_combination (-(fermi T x - fermi T (-x))) * hx
    - 2 * T * Real.log (2 * Real.cosh (x / (2 * T))) * hs

/-- Free energy of the distortion `x = 2Tu` relative to the symmetric point, for `T > 0`. -/
theorem freeEnergy_sub {T : ℝ} (hT : 0 < T) (k u : ℝ) :
    freeEnergy k T (2 * T * u) - freeEnergy k T 0
      = 2 * T * (k * T * u ^ 2 - Real.log (Real.cosh u)) := by
  have h : 2 * T * u / (2 * T) = u := by field_simp
  rw [freeEnergy_eq hT k (2 * T * u), freeEnergy_eq hT k 0, h, zero_div, Real.cosh_zero,
    mul_one, Real.log_mul two_ne_zero (Real.cosh_pos u).ne']
  ring

/-- Away from zero, `ln cosh u` lies strictly below the parabola `u²/2`. -/
theorem log_cosh_lt {u : ℝ} (hu : u ≠ 0) : Real.log (Real.cosh u) < u ^ 2 / 2 := by
  rw [Real.log_lt_iff_lt_exp (Real.cosh_pos u)]
  have hc : 1 < Real.cosh (u / 2) := Real.one_lt_cosh.2 (div_ne_zero hu two_ne_zero)
  have h2 := Real.cosh_two_mul (u / 2)
  have hs := Real.cosh_sq (u / 2)
  rw [show 2 * (u / 2) = u by ring] at h2
  have hp : 0 < Real.cosh (u / 2) ^ 2 - 1 := by nlinarith
  have hq : 0 < (Real.cosh (u / 2) ^ 2 - 1) ^ 2 := by positivity
  -- halving the argument turns the weak Gaussian bound into a strict one
  calc Real.cosh u < Real.cosh (u / 2) ^ 4 := by nlinarith
    _ ≤ Real.exp ((u / 2) ^ 2 / 2) ^ 4 :=
        pow_le_pow_left₀ (Real.cosh_pos _).le (Real.cosh_le_exp_half_sq _) 4
    _ = Real.exp (u ^ 2 / 2) := by
        rw [← Real.exp_nat_mul]
        congr 1
        push_cast
        ring

/-- At temperature `T > 0` the undistorted geometry is the unique global minimiser of the free
energy exactly when `2kT ≥ 1`. -/
theorem freeEnergy_unique_min_iff {T : ℝ} (hT : 0 < T) (k : ℝ) :
    (∀ x, x ≠ 0 → freeEnergy k T 0 < freeEnergy k T x) ↔ 1 ≤ 2 * k * T := by
  constructor
  · intro h
    by_contra hk
    have hk' := not_le.1 hk
    -- the trial distortion u = 1 - 2kT does not raise the free energy
    obtain ⟨u, hu⟩ : ∃ u, u = 1 - 2 * k * T := ⟨_, rfl⟩
    have hu0 : 0 < u := by linarith
    have hkT : k * T = (1 - u) / 2 := by linarith
    have h1 := h (2 * T * u) (by positivity)
    have h2 := freeEnergy_sub hT k u
    have hc : 1 + u ^ 2 / 2 ≤ Real.cosh u := by
      have a := Real.cosh_two_mul (u / 2)
      have b := Real.cosh_sq (u / 2)
      have c : u / 2 ≤ Real.sinh (u / 2) := Real.self_le_sinh_iff.2 (by positivity)
      rw [show 2 * (u / 2) = u by ring] at a
      nlinarith
    have p : 0 ≤ 1 - (1 - u) / 2 * u ^ 2 := by
      nlinarith [mul_nonneg hu0.le (sq_nonneg (u - 1)), sq_nonneg (u - 1 / 2)]
    have q : 0 ≤ u ^ 3 * ((u - 1 / 2) ^ 2 / 2 + 7 / 8) := by positivity
    have m := mul_le_mul_of_nonneg_left hc p
    have hi : 1 / Real.cosh u ≤ 1 - (1 - u) / 2 * u ^ 2 := by
      rw [div_le_iff₀ (Real.cosh_pos u)]
      nlinarith
    have hl := Real.one_sub_inv_le_log_of_pos (Real.cosh_pos u)
    rw [← one_div] at hl
    rw [hkT] at h2
    have h3 : 0 ≤ 2 * T * (Real.log (Real.cosh u) - (1 - u) / 2 * u ^ 2) :=
      mul_nonneg (by positivity) (by linarith)
    linarith
  · intro hk x hx
    have hxu : 2 * T * (x / (2 * T)) = x := by field_simp
    have hu : x / (2 * T) ≠ 0 := div_ne_zero hx (by positivity)
    have h2 := freeEnergy_sub hT k (x / (2 * T))
    rw [hxu] at h2
    have hl := log_cosh_lt hu
    have h3 : 0 < 2 * T * (k * T * (x / (2 * T)) ^ 2 - Real.log (Real.cosh (x / (2 * T)))) :=
      mul_pos (by positivity)
        (by nlinarith [mul_nonneg (sub_nonneg.2 hk) (sq_nonneg (x / (2 * T)))])
    linarith

/-- Quadratic upper and quartic lower bounds on `u tanh u`. -/
theorem mul_tanh_bounds (u : ℝ) :
    u ^ 2 * (1 - u ^ 2 / 2) ≤ u * Real.tanh u ∧ u * Real.tanh u ≤ u ^ 2 := by
  have e : u * Real.tanh u = u * Real.sinh u / Real.cosh u := by
    rw [Real.tanh_eq_sinh_div_cosh]
    ring
  rw [e, le_div_iff₀ (Real.cosh_pos u), div_le_iff₀ (Real.cosh_pos u)]
  constructor
  · have h1 : (1 - u ^ 2 / 2) * Real.cosh u ≤ 1 := by
      calc (1 - u ^ 2 / 2) * Real.cosh u ≤ Real.exp (-(u ^ 2 / 2)) * Real.cosh u :=
            mul_le_mul_of_nonneg_right (by linarith [Real.add_one_le_exp (-(u ^ 2 / 2))])
              (Real.cosh_pos u).le
        _ ≤ Real.exp (-(u ^ 2 / 2)) * Real.exp (u ^ 2 / 2) :=
            mul_le_mul_of_nonneg_left (Real.cosh_le_exp_half_sq u) (Real.exp_pos _).le
        _ = 1 := by rw [← Real.exp_add, neg_add_cancel, Real.exp_zero]
    have h2 : u ^ 2 ≤ u * Real.sinh u := by
      rcases le_total 0 u with h | h
      · nlinarith [Real.self_le_sinh_iff.2 h]
      · nlinarith [Real.sinh_le_self_iff.2 h]
    nlinarith [mul_le_mul_of_nonneg_left h1 (sq_nonneg u)]
  · -- u cosh u - sinh u is increasing, since its derivative is u sinh u
    have hd : ∀ v : ℝ, HasDerivAt (fun w => w * Real.cosh w - Real.sinh w)
        (v * Real.sinh v) v := fun v =>
      (((hasDerivAt_id' v).fun_mul (Real.hasDerivAt_cosh v)).fun_sub
        (Real.hasDerivAt_sinh v)).congr_deriv (by ring)
    have hm : Monotone (fun w : ℝ => w * Real.cosh w - Real.sinh w) := by
      refine monotone_of_deriv_nonneg (fun v => (hd v).differentiableAt) (fun v => ?_)
      rw [(hd v).deriv]
      rcases le_total 0 v with h | h
      · exact mul_nonneg h (Real.sinh_nonneg_iff.2 h)
      · exact mul_nonneg_of_nonpos_of_nonpos h (Real.sinh_nonpos_iff.2 h)
    rcases le_total 0 u with h | h
    · have a := hm h
      simp only [Real.sinh_zero, zero_mul, sub_zero] at a
      nlinarith [mul_nonneg h a]
    · have a := hm h
      simp only [Real.sinh_zero, zero_mul, sub_zero] at a
      nlinarith [mul_nonneg_of_nonpos_of_nonpos h a]

/-- At temperature `T > 0` the smeared internal energy has a strict local maximum at the
undistorted geometry exactly when `kT < 1`. -/
theorem internalEnergy_strict_max_iff {T : ℝ} (hT : 0 < T) (k : ℝ) :
    (∀ᶠ x in 𝓝[≠] (0 : ℝ), internalEnergy k T x < internalEnergy k T 0) ↔ k * T < 1 := by
  have key : ∀ x, internalEnergy k T x - internalEnergy k T 0 =
      2 * T * (k * T * (x / (2 * T)) ^ 2 - x / (2 * T) * Real.tanh (x / (2 * T))) := by
    intro x
    have hx : 2 * T * (x / (2 * T)) = x := by field_simp
    rw [internalEnergy_eq k T x, internalEnergy_eq k T 0]
    generalize x / (2 * T) = u at hx ⊢
    subst hx
    ring
  constructor
  · intro h
    by_contra hk
    have hk' := not_lt.1 hk
    obtain ⟨x, hx⟩ := h.exists
    have hb := (mul_tanh_bounds (x / (2 * T))).2
    have h3 : 0 ≤ 2 * T *
        (k * T * (x / (2 * T)) ^ 2 - x / (2 * T) * Real.tanh (x / (2 * T))) :=
      mul_nonneg (by positivity)
        (by nlinarith [mul_nonneg (sub_nonneg.2 hk') (sq_nonneg (x / (2 * T)))])
    rw [← key x] at h3
    linarith
  · intro hk
    have hc : Continuous fun x : ℝ => (x / (2 * T)) ^ 2 / 2 := by fun_prop
    have ev : ∀ᶠ x in 𝓝 (0 : ℝ), (x / (2 * T)) ^ 2 / 2 < 1 - k * T :=
      hc.continuousAt.eventually_lt continuousAt_const (by simpa using hk)
    filter_upwards [ev.filter_mono nhdsWithin_le_nhds, self_mem_nhdsWithin] with x h1 h2
    have hx : x ≠ 0 := h2
    have hu : x / (2 * T) ≠ 0 := div_ne_zero hx (by positivity)
    have hp := mul_pos (pow_pos (abs_pos.2 hu) 2) (sub_pos.2 h1)
    rw [sq_abs] at hp
    have hb := (mul_tanh_bounds (x / (2 * T))).1
    have h3 : 2 * T *
        (k * T * (x / (2 * T)) ^ 2 - x / (2 * T) * Real.tanh (x / (2 * T))) < 0 :=
      mul_neg_of_pos_of_neg (by positivity) (by nlinarith)
    rw [← key x] at h3
    linarith

/-- For `T > 0` and `1/2 < kT < 1`, the undistorted geometry is the unique global minimiser of
the free energy and a strict local maximum of the smeared internal energy. -/
theorem free_min_and_internal_max {k T : ℝ} (hT : 0 < T) (h1 : 1 / 2 < k * T)
    (h2 : k * T < 1) :
    (∀ x, x ≠ 0 → freeEnergy k T 0 < freeEnergy k T x) ∧
      ∀ᶠ x in 𝓝[≠] (0 : ℝ), internalEnergy k T x < internalEnergy k T 0 :=
  ⟨(freeEnergy_unique_min_iff hT k).2 (by linarith),
    (internalEnergy_strict_max_iff hT k).2 h2⟩

end

end SmearedJahnTeller
```

```lean
#print axioms SmearedJahnTeller.free_min_and_internal_max
-- 'SmearedJahnTeller.free_min_and_internal_max' depends on axioms: [propext, Classical.choice, Quot.sound]
```

## From occupations to closed forms

`fermi_eq` puts the occupation in its symmetric form by clearing denominators and using $e^ae^{-a}=1$. `fermi_add_neg` adds the two occupations, and `internalEnergy_eq` recognises their difference as a hyperbolic tangent. In `freeEnergy_eq`, `l1` and `l2` are the two logarithms $\ln f(\pm x)$; the final `linear_combination` carries out the cancellation between the level energies and the entropy. `freeEnergy_sub` then subtracts the value at zero and substitutes $x=2Tu$.

## The inequalities behind the free energy

`log_cosh_lt` takes the weak bound from Mathlib as `Real.cosh_le_exp_half_sq` and makes it strict by halving the argument, in the same chain as above.

The first direction of `freeEnergy_unique_min_iff` is by contradiction, with the trial distortion $u=1-2kT$. Here `hc` is the quadratic lower bound on $\cosh u$, `p` says that the factor $p$ is nonnegative, and `q` supplies the positive polynomial remainder, up to a factor of two. They combine in `hi`, which is $1/\cosh u\le p$, and `hl` is the logarithm inequality. The other direction sets $u=x/(2T)$ and applies `log_cosh_lt`.

## The local maximum and the window

`mul_tanh_bounds` multiplies through by $\cosh u$ and proves the two bounds separately. For the upper one, `hd` computes the derivative of $g$ and `hm` turns its sign into monotonicity.

In `internalEnergy_strict_max_iff`, `key` is the scaled formula for $U(x)-U(0)$. If $x=0$ is a strict local maximum, `h.exists` picks one nearby distortion with lower energy, which already contradicts the upper bound when $kT\ge1$. Conversely, `ev` uses continuity to find a neighbourhood where $u^2/2<1-kT$, and the lower bound finishes the argument there. `free_min_and_internal_max` applies the two criteria to the same $k$ and $T$.
